# The bond-length derivative of q d for q = D/√(D² + 4t²), at fixed splitting D and power-law hopping t

Let the hopping depend on bond length as t = t₀ d⁻ⁿ, and let q = D/√(D² + 4t²) with the splitting D held fixed. The theorem says that the product q d has derivative q(1 + n(1 − q²)) with respect to d, for D > 0, d > 0 and any real t₀ and n. The formula for q is taken as a definition, so no Hamiltonian or quantum state enters the proof. The attempt differentiates the hopping, then D² + 4t², then applies the square-root, quotient and product rules, and leaves the final simplification to an algebraic identity.

An attempt in Lean 4 with a fault in it:

```lean
import Mathlib

open Matrix Filter Topology

namespace HasDerivAtIonicity

noncomputable section

/-- The power-law hopping `t0 d^(-n)` at bond length `d > 0`. -/
def hop (t0 n d : ℝ) : ℝ := t0 * d ^ (-n)

/-- The ratio `D / √(D² + 4t²)`, for `D` and `t` not both zero. -/
def ionicity (D t : ℝ) : ℝ := D / √(D ^ 2 + 4 * t ^ 2)

/-- Derivative of `q d` for `q = D / √(D² + 4t²)` with power-law hopping, at positive
splitting and bond length. -/
theorem hasDerivAt_ionicity {D d : ℝ} (t0 n : ℝ) (hD : 0 < D) (hd : 0 < d) :
    HasDerivAt (fun x => ionicity D (hop t0 n x) * x)
      (ionicity D (hop t0 n d) * (1 + n * (1 - ionicity D (hop t0 n d) ^ 2))) d := by
  have hT : HasDerivAt (fun x => hop t0 n x) (-n * hop t0 n d / d) d := by
    refine ((Real.hasDerivAt_rpow_const (p := -n) (Or.inl hd.ne')).const_mul t0).congr_deriv ?_
    rw [Real.rpow_sub_one hd.ne', hop]
    ring
  have hg : HasDerivAt (fun x => D ^ 2 + 4 * hop t0 n x ^ 2)
      (-(8 * n * hop t0 n d ^ 2 / d)) d := by
    convert ((hT.fun_mul hT).const_mul (4 : ℝ)).const_add (D ^ 2) using 1
    · funext x; ring
    · ring
  have hpos : 0 < D ^ 2 + 4 * hop t0 n d ^ 2 := by positivity
  have hS := Real.sqrt_pos.2 hpos
  have alg : ∀ S T : ℝ, 0 < S → S ^ 2 = D ^ 2 + 4 * T ^ 2 →
      (0 * S - D * (-(8 * n * T ^ 2 / d) / (2 * S))) / S ^ 2 * d + D / S * 1
        = D / S * (1 + n * (1 - (D / S) ^ 2)) := by
    intro S T hS hS2
    have hq : 1 - (D / S) ^ 2 = 4 * T ^ 2 / S ^ 2 := by
      rw [div_pow, eq_div_iff (by positivity), sub_mul, div_mul_cancel₀ _ (by positivity)]
      linarith
    rw [hq]
    field_simp
    ring
  exact (((hasDerivAt_const d D).fun_div (hg.sqrt hpos.ne') hS.ne').fun_mul
    (hasDerivAt_id' d)).congr_deriv (alg _ (hop t0 n d) hS (Real.sq_sqrt hpos.le))

end

end HasDerivAtIonicity
```

The compiler's answer:

```
Main.lean:27:6: error: Tactic `apply` failed: could not unify the conclusion of `@funext`
  ?f = ?g
with the goal
  Real.instAddCommGroup = Real.normedAddCommGroup.toAddCommGroup

Note: The full type of `@funext` is
  ∀ {α : Sort ?u.131} {β : α → Sort ?u.130} {f g : (x : α) → β x}, (∀ (x : α), f x = g x) → f = g

case e'_4
D d t0 n : ℝ
hD : 0 < D
hd : 0 < d
hT : HasDerivAt (fun x => hop t0 n x) (-n * hop t0 n d / d) d
⊢ Real.instAddCommGroup = Real.normedAddCommGroup.toAddCommGroup
Main.lean:28:6: error: `ring_nf` made no progress on the goal
Main.lean:25:43: error: unsolved goals
case e'_8
D d t0 n : ℝ
hD : 0 < D
hd : 0 < d
hT : HasDerivAt (fun x => hop t0 n x) (-n * hop t0 n d / d) d
⊢ (fun x => D ^ 2 + 4 * hop t0 n x ^ 2) = fun x => D ^ 2 + 4 * (hop t0 n x * hop t0 n x)

case e'_9
D d t0 n : ℝ
hD : 0 < D
hd : 0 < d
hT : HasDerivAt (fun x => hop t0 n x) (-n * hop t0 n d / d) d
⊢ -(8 * n * hop t0 n d ^ 2 / d) = 4 * (-n * hop t0 n d / d * hop t0 n d + hop t0 n d * (-n * hop t0 n d / d))
```

All three errors come from `hg`, the derivative of D² + 4t². There `convert ... using 1` compared two `HasDerivAt` statements argument by argument. Besides the function and the derivative value, it left a goal equating two expressions for the additive group structure on ℝ.

The two bullets were written for the function and the value, but they met other goals first. `funext` failed on the group-structure equation, which is not an equation between functions. The `ring` in the second bullet made no progress on a goal the messages do not show. The two intended goals, `e'_8` and `e'_9`, were then left unsolved, which is the third error.

The repair states the function equality separately as `e`, where `funext x` and `ring` do apply, and rewrites with it so that the square becomes the product that `hT.fun_mul hT` differentiates. `congr_deriv` then asks only for equality of the derivative values, which `ring` proves. The structures on ℝ are no longer split off as goals, and `exact` accepts them as matching by definition.

The change, after which it compiles:

```diff
@@ -24,7 +24,10 @@
   have hg : HasDerivAt (fun x => D ^ 2 + 4 * hop t0 n x ^ 2)
       (-(8 * n * hop t0 n d ^ 2 / d)) d := by
-    convert ((hT.fun_mul hT).const_mul (4 : ℝ)).const_add (D ^ 2) using 1
-    · funext x; ring
-    · ring
+    have e : (fun x => D ^ 2 + 4 * hop t0 n x ^ 2)
+        = fun x => D ^ 2 + 4 * (hop t0 n x * hop t0 n x) := by
+      funext x
+      ring
+    rw [e]
+    exact (((hT.fun_mul hT).const_mul (4 : ℝ)).const_add (D ^ 2)).congr_deriv (by ring)
   have hpos : 0 < D ^ 2 + 4 * hop t0 n d ^ 2 := by positivity
   have hS := Real.sqrt_pos.2 hpos
```
